# Cauchy-moment Hankel matrices detect the number of distinct active frequencies in a finite spectrum with nonnegative strengths

## Spectrum, moments and Hankel matrix

The spectrum considered here consists of finitely many discrete excitations, labelled by $k$ in a finite index set $\iota$. Excitation $k$ has oscillator strength $f_k$ and frequency $w_k$. In Lean these are two functions `f w : ι → ℝ`, and `m` is the size of the matrix studied below.

```lean
import Mathlib

open Matrix

namespace CauchyMomentHankel

noncomputable section

variable {ι : Type*} [Fintype ι] {m : ℕ}
```

In atomic units, the dynamic polarizability at real frequency $\omega$ is
$$\alpha(\omega)=\sum_k \frac{f_k}{w_k^2-\omega^2}.$$
There is no damping and no continuum.

```lean
/-- The dynamic polarizability at frequency `ω` of a discrete spectrum with oscillator
strengths `f` and excitation frequencies `w`. -/
def polarizability (f w : ι → ℝ) (ω : ℝ) : ℝ := ∑ k, f k / (w k ^ 2 - ω ^ 2)
```

The Cauchy moments are numbered from $n=0$:
$$S_n=\sum_k \frac{f_k}{w_k^{2+2n}}.$$
Thus $S_0$ is the static polarizability.

```lean
/-- The Cauchy moment of order `-2-2n`: the sum of the oscillator strengths, each divided by
its excitation frequency to the power `2+2n`. -/
def cauchyMoment (f w : ι → ℝ) (n : ℕ) : ℝ := ∑ k, f k / w k ^ (2 + 2 * n)
```

The $m\times m$ Hankel matrix $H$ has entries $H_{ij}=S_{i+j}$, with $i,j=0,\dots,m-1$. This is the range of `Fin m`.

```lean
/-- The `m` by `m` Hankel matrix of Cauchy moments. -/
def cauchyHankel (f w : ι → ℝ) (m : ℕ) : Matrix (Fin m) (Fin m) ℝ :=
  Matrix.of fun i j => cauchyMoment f w ((i : ℕ) + (j : ℕ))
```

A frequency is called active if some excitation at that frequency has nonzero strength. The active frequencies form a set $A$, so degenerate excitations count once. Its number of elements is written $|A|$, in Lean `(activeFrequencies f w).card`.

```lean
/-- The set of distinct excitation frequencies that carry nonzero oscillator strength. -/
def activeFrequencies (f w : ι → ℝ) : Finset ℝ :=
  (Finset.univ.filter fun k => f k ≠ 0).image w
```

For a real vector $x=(x_0,\dots,x_{m-1})$, let
$$q_x(a)=\sum_{i=0}^{m-1}x_i\,a^{-2i}.$$
This is the polynomial with coefficients $x_i$, evaluated at $a^{-2}$.

```lean
/-- The polynomial with coefficients `x`, evaluated at the inverse square of the
frequency `a`. -/
def inversePoly (x : Fin m → ℝ) (a : ℝ) : ℝ := ∑ i, x i * ((a ^ 2)⁻¹) ^ (i : ℕ)
```

The main result, part (f), assumes $f_k\ge 0$ and $w_k>0$ for all $k$. These conditions stand for absorption from a ground state: every excitation energy is positive, and each strength is a positive multiple of that energy times a squared transition dipole. They are hypotheses here, not consequences of a Hamiltonian.

For moments computed by linear-response TDDFT or RPA in a finite basis, the result gives a consistency test: a negative eigenvalue of $H$ means that no finite undamped spectrum with nonnegative strengths and positive frequencies has those moments. In floating-point work the eigenvalue must be negative by more than the numerical error, since rounding can make a zero or very small positive eigenvalue appear negative.

## (a) Membership in the active set

**Task.** Show that $a\in A$ exactly when there is a $k$ with $f_k\neq0$ and $w_k=a$.

**Solution.** $A$ is obtained by keeping the labels with $f_k\ne0$ and collecting their frequencies. A number $a$ is therefore in $A$ exactly when it is the frequency of a label that was kept. In Lean, `simp` unfolds the filter and the image.

```lean
/-- A frequency is active when some excitation of nonzero strength has that frequency. -/
theorem mem_activeFrequencies {f w : ι → ℝ} {a : ℝ} :
    a ∈ activeFrequencies f w ↔ ∃ k, f k ≠ 0 ∧ w k = a := by
  simp [activeFrequencies]
```

## (b) The moments as Taylor coefficients

**Task.** Let $|\omega|<w_k$ for every $k$. Show that $\alpha(\omega)=\sum_{n\ge0}S_n\,\omega^{2n}$.

**Solution.** For one excitation, put $r=\omega^2/w_k^2$. The assumption gives $0\le r<1$, so
$$\frac{f_k}{w_k^2-\omega^2}=\frac{f_k}{w_k^2}\,\frac{1}{1-r}=\sum_{n\ge0}\frac{f_k}{w_k^2}\,\frac{\omega^{2n}}{w_k^{2n}}=\sum_{n\ge0}\frac{f_k}{w_k^{2+2n}}\,\omega^{2n}.$$
Summing over the finitely many $k$ gives the claim.

`HasSum` states that the series converges to the given value. In the proof, `hasSum_sum` reduces the claim to one excitation, `g` is the geometric series, and `hfun` and `hval` rewrite its terms and its limit. The signs of the strengths play no role. The hypothesis `h` covers every label, including those of zero strength.

```lean
/-- When `|ω|` is below every excitation frequency, the polarizability is the power series in `ω ^
2` whose coefficients are the Cauchy moments. -/
theorem hasSum_polarizability (f w : ι → ℝ) (ω : ℝ) (h : ∀ k, |ω| < w k) :
    HasSum (fun n : ℕ => cauchyMoment f w n * ω ^ (2 * n)) (polarizability f w ω) := by
  simp only [cauchyMoment, polarizability, Finset.sum_mul]
  refine hasSum_sum fun k _ => ?_
  have hw : 0 < w k := lt_of_le_of_lt (abs_nonneg ω) (h k)
  have hlt : ω ^ 2 < w k ^ 2 := by
    rw [← sq_abs ω]
    exact pow_lt_pow_left₀ (h k) (abs_nonneg ω) two_ne_zero
  have hr : ω ^ 2 / w k ^ 2 < 1 := (div_lt_one (by positivity)).2 hlt
  -- each excitation contributes a geometric series
  have g := (hasSum_geometric_of_lt_one (by positivity) hr).mul_left (f k / w k ^ 2)
  have hfun : (fun n : ℕ => f k / w k ^ (2 + 2 * n) * ω ^ (2 * n)) =
      fun n : ℕ => f k / w k ^ 2 * (ω ^ 2 / w k ^ 2) ^ n := by
    funext n
    have e1 : w k ^ (2 + 2 * n) = w k ^ 2 * (w k ^ 2) ^ n := by ring
    have e2 : ω ^ (2 * n) = (ω ^ 2) ^ n := pow_mul ω 2 n
    rw [div_pow, e1, e2, div_mul_div_comm, div_mul_eq_mul_div]
  have hval : f k / (w k ^ 2 - ω ^ 2) = f k / w k ^ 2 * (1 - ω ^ 2 / w k ^ 2)⁻¹ := by
    have h1 : w k ^ 2 - ω ^ 2 ≠ 0 := (sub_pos.2 hlt).ne'
    have h2 : w k ≠ 0 := hw.ne'
    have h3 : 1 - ω ^ 2 / w k ^ 2 = (w k ^ 2 - ω ^ 2) / w k ^ 2 := by field_simp
    rw [h3, inv_div]
    field_simp
  have g' : HasSum (fun n : ℕ => f k / w k ^ (2 + 2 * n) * ω ^ (2 * n))
      (f k / (w k ^ 2 - ω ^ 2)) := by
    rw [hfun, hval]
    exact g
  exact g'
```

## (c) The Hankel matrix acting on a vector

**Task.** Write $(Hx)_i$ as a sum over excitations.

**Solution.** Insert the moments and exchange the two finite sums:
$$(Hx)_i=\sum_j\sum_k\frac{f_k}{w_k^{2+2i+2j}}\,x_j=\sum_k\frac{f_k}{w_k^2}\,w_k^{-2i}\sum_j x_j\,w_k^{-2j}=\sum_k\frac{f_k}{w_k^2}\,w_k^{-2i}\,q_x(w_k).$$

In Lean, `Finset.sum_comm` exchanges the sums and `h` splits the power of $w_k$. Parts (c) to (e) are stated without $w_k>0$; the hand solutions take $w_k\neq0$, while Lean's convention $1/0=0$ covers the remaining case.

```lean
/-- The Hankel matrix acts on a coefficient vector as a sum over excitations, each weighted by
the value of the associated polynomial at the inverse square frequency. -/
theorem cauchyHankel_mulVec (f w : ι → ℝ) (x : Fin m → ℝ) (i : Fin m) :
    (cauchyHankel f w m *ᵥ x) i =
      ∑ k, f k / w k ^ 2 * ((w k ^ 2)⁻¹) ^ (i : ℕ) * inversePoly x (w k) := by
  simp only [Matrix.mulVec, dotProduct, cauchyHankel, Matrix.of_apply, cauchyMoment,
    inversePoly, Finset.sum_mul, Finset.mul_sum]
  rw [Finset.sum_comm]
  refine Finset.sum_congr rfl fun k _ => Finset.sum_congr rfl fun j _ => ?_
  have h : w k ^ (2 + 2 * ((i : ℕ) + (j : ℕ))) =
      w k ^ 2 * (w k ^ 2) ^ (i : ℕ) * (w k ^ 2) ^ (j : ℕ) := by ring
  rw [h]
  simp only [div_eq_mul_inv, mul_inv, inv_pow]
  ring
```

## (d) The quadratic form as a weighted sum of squares

**Task.** Show that $x^{\mathsf T}Hx=\sum_k \dfrac{f_k}{w_k^2}\,q_x(w_k)^2$.

**Solution.** Multiply the result of (c) by $x_i$ and sum over $i$:
$$x^{\mathsf T}Hx=\sum_k\frac{f_k}{w_k^2}\,q_x(w_k)\sum_i x_i\,w_k^{-2i}=\sum_k\frac{f_k}{w_k^2}\,q_x(w_k)^2.$$
The `calc` block performs this factorization for each $k$.

```lean
/-- The quadratic form of the Hankel matrix is a sum over excitations of squared polynomial
values, weighted by `f k / w k ^ 2`. -/
theorem cauchyHankel_quadraticForm (f w : ι → ℝ) (x : Fin m → ℝ) :
    x ⬝ᵥ (cauchyHankel f w m *ᵥ x) = ∑ k, f k / w k ^ 2 * inversePoly x (w k) ^ 2 := by
  simp only [dotProduct, cauchyHankel_mulVec, Finset.mul_sum]
  rw [Finset.sum_comm]
  refine Finset.sum_congr rfl fun k _ => ?_
  calc _ = (f k / w k ^ 2 * inversePoly x (w k)) *
        ∑ i, x i * ((w k ^ 2)⁻¹) ^ (i : ℕ) := by
        rw [Finset.mul_sum]
        exact Finset.sum_congr rfl fun i _ => by ring
    _ = _ := by
        change f k / w k ^ 2 * inversePoly x (w k) * inversePoly x (w k) = _
        ring
```

## (e) Too few active frequencies

**Task.** Show that $\det H=0$ if $|A|<m$.

**Solution.** Take the monic polynomial
$$P(t)=\prod_{a\in A}\left(t-a^{-2}\right).$$
Its degree is $|A|<m$, so its coefficients $p_0,\dots,p_{m-1}$, padded with zeros, form a vector $p$ of length $m$. This vector is nonzero because the leading coefficient is 1. If $A$ is empty, then $P=1$ and $p=(1,0,\dots,0)$.

By (c),
$$(Hp)_i=\sum_k\frac{f_k}{w_k^2}\,w_k^{-2i}\,P(w_k^{-2}).$$
Each term vanishes: either $f_k=0$, or $w_k\in A$ and $P(w_k^{-2})=0$. Hence $Hp=0$ with $p\ne0$, and $H$ is singular.

The lemma `Matrix.exists_mulVec_eq_zero_iff` turns the null vector into a zero determinant. The first bullet shows $p\neq0$ and the second shows $Hp=0$, where `he` identifies $q_p(w_k)$ with $P(w_k^{-2})$. No sign condition on the strengths is used.

```lean
/-- With fewer than `m` distinct active frequencies, the `m` by `m` Hankel determinant of the
Cauchy moments vanishes. -/
theorem cauchyHankel_det_eq_zero (f w : ι → ℝ) (h : (activeFrequencies f w).card < m) :
    (cauchyHankel f w m).det = 0 := by
  -- the monic polynomial that vanishes at every active inverse square frequency
  obtain ⟨P, hP⟩ : ∃ P : Polynomial ℝ, P = ∏ a ∈ activeFrequencies f w,
      (Polynomial.X - Polynomial.C ((a ^ 2)⁻¹)) := ⟨_, rfl⟩
  have hm : ∀ a ∈ activeFrequencies f w,
      (Polynomial.X - Polynomial.C ((a ^ 2)⁻¹)).Monic :=
    fun a _ => Polynomial.monic_X_sub_C _
  have hmonic : P.Monic := by
    rw [hP]
    exact Polynomial.monic_prod_of_monic _ _ hm
  have hdeg : P.natDegree < m := by
    rw [hP, Polynomial.natDegree_prod_of_monic _ _ hm]
    simpa using h
  refine Matrix.exists_mulVec_eq_zero_iff.1 ⟨fun i : Fin m => P.coeff i, ?_, ?_⟩
  · intro h0
    have h1 : P.coeff P.natDegree = 0 := congrFun h0 ⟨P.natDegree, hdeg⟩
    exact one_ne_zero (hmonic.coeff_natDegree.symm.trans h1)
  · funext i
    rw [cauchyHankel_mulVec]
    refine Finset.sum_eq_zero fun k _ => ?_
    by_cases hk : f k = 0
    · simp [hk]
    · have he : inversePoly (fun i : Fin m => P.coeff i) (w k) =
          P.eval ((w k ^ 2)⁻¹) := by
        rw [Polynomial.eval_eq_sum_range' hdeg, Finset.sum_range]
        rfl
      have hz : P.eval ((w k ^ 2)⁻¹) = 0 := by
        rw [hP, Polynomial.eval_prod]
        exact Finset.prod_eq_zero (mem_activeFrequencies.2 ⟨k, hk, rfl⟩) (by simp)
      rw [he, hz, mul_zero]
```

## (f) Semidefiniteness and the criterion for definiteness

**Task.** Let $f_k\ge0$ and $w_k>0$ for all $k$. Show that $H$ is positive semidefinite, and that it is positive definite exactly when $|A|\ge m$.

**Solution.** $H$ is symmetric because $S_{i+j}=S_{j+i}$. Every term of the sum in (d) is nonnegative, so $x^{\mathsf T}Hx\ge0$.

Suppose $H$ is positive definite. Then $\det H>0$, and (e) excludes $|A|<m$.

Conversely, suppose $|A|\ge m$ and $x^{\mathsf T}Hx=0$. A sum of nonnegative terms vanishes only if each term does, so $q_x(w_k)=0$ whenever $f_k\neq0$. Choose $m$ distinct active frequencies $e_0,\dots,e_{m-1}$. They are positive, so the numbers $e_j^{-2}$ are distinct as well. The polynomial $\sum_i x_i t^i$, which has no powers beyond $t^{m-1}$, vanishes at these $m$ points, so all its coefficients are zero. Thus $x=0$, and the form is strictly positive on nonzero vectors.

`PosSemidef` and `PosDef` both include the symmetry, proved as `hH`. The nonnegativity of the terms is `hterm`. The function `e` selects the $m$ active frequencies, `hinj` shows that their inverse squares differ, and `Matrix.eq_zero_of_forall_index_sum_mul_pow_eq_zero` is the Vandermonde step that gives $x=0$.

```lean
/-- For nonnegative strengths and positive frequencies, the Hankel matrix of Cauchy moments is
positive semidefinite, and it is positive definite exactly when at least `m` distinct
frequencies carry nonzero strength. -/
theorem cauchyHankel_posSemidef_and_posDef_iff (f w : ι → ℝ) (m : ℕ)
    (hf : ∀ k, 0 ≤ f k) (hw : ∀ k, 0 < w k) :
    (cauchyHankel f w m).PosSemidef ∧
      ((cauchyHankel f w m).PosDef ↔ m ≤ (activeFrequencies f w).card) := by
  have hH : (cauchyHankel f w m).IsHermitian := by
    refine Matrix.IsHermitian.ext fun i j => ?_
    simp only [cauchyHankel, Matrix.of_apply, star_trivial]
    rw [add_comm]
  have hterm : ∀ (x : Fin m → ℝ), ∀ k ∈ (Finset.univ : Finset ι),
      0 ≤ f k / w k ^ 2 * inversePoly x (w k) ^ 2 := fun x k _ =>
    mul_nonneg (div_nonneg (hf k) (sq_nonneg _)) (sq_nonneg _)
  refine ⟨Matrix.PosSemidef.of_dotProduct_mulVec_nonneg hH fun x => ?_, ?_, ?_⟩
  · rw [star_trivial, cauchyHankel_quadraticForm]
    exact Finset.sum_nonneg (hterm x)
  · intro hpos
    by_contra hc
    exact hpos.det_pos.ne' (cauchyHankel_det_eq_zero f w (not_le.1 hc))
  · intro hcard
    refine Matrix.posDef_iff_dotProduct_mulVec.2 ⟨hH, ?_⟩
    intro x hx
    rw [star_trivial, cauchyHankel_quadraticForm]
    refine lt_of_le_of_ne (Finset.sum_nonneg (hterm x)) fun h0 => hx ?_
    have hz := (Finset.sum_eq_zero_iff_of_nonneg (hterm x)).1 h0.symm
    -- choose m distinct active frequencies and apply the Vandermonde argument
    let e := (activeFrequencies f w).orderEmbOfCardLe hcard
    have he : ∀ j, ∃ k, f k ≠ 0 ∧ w k = e j := fun j =>
      mem_activeFrequencies.1 (Finset.orderEmbOfCardLe_mem _ hcard j)
    have hepos : ∀ j, 0 < e j := fun j => by
      obtain ⟨k, _, hk⟩ := he j
      rw [← hk]
      exact hw k
    have hinj : Function.Injective fun j : Fin m => ((e j) ^ 2)⁻¹ := by
      intro i j hij
      have h2 : (e i) ^ 2 = (e j) ^ 2 := inv_injective hij
      apply e.injective
      nlinarith [hepos i, hepos j]
    refine Matrix.eq_zero_of_forall_index_sum_mul_pow_eq_zero hinj fun j => ?_
    obtain ⟨k, hk, hkj⟩ := he j
    have hc : f k / w k ^ 2 ≠ 0 := div_ne_zero hk (pow_ne_zero 2 (hw k).ne')
    have hp : inversePoly x (w k) = 0 :=
      pow_eq_zero_iff two_ne_zero |>.1
        ((mul_eq_zero.1 (hz k (Finset.mem_univ k))).resolve_left hc)
    rw [hkj] at hp
    exact hp
```

## (g) The sign of the determinant

**Task.** Under the same assumptions, show that $\det H>0$ exactly when $|A|\ge m$.

**Solution.** If $|A|<m$, the determinant is zero by (e). If $|A|\ge m$, then $H$ is positive definite by (f), and its determinant is positive. The two branches of the Lean proof are these two cases. For $m=0$ both sides hold, since the empty determinant is 1.

```lean
/-- For nonnegative strengths and positive frequencies, the `m` by `m` Hankel determinant of the
Cauchy moments is positive exactly when at least `m` distinct frequencies carry nonzero strength. -/
theorem cauchyHankel_det_pos_iff (f w : ι → ℝ) (m : ℕ)
    (hf : ∀ k, 0 ≤ f k) (hw : ∀ k, 0 < w k) :
    0 < (cauchyHankel f w m).det ↔ m ≤ (activeFrequencies f w).card := by
  constructor
  · intro h
    by_contra hc
    exact h.ne' (cauchyHankel_det_eq_zero f w (not_le.1 hc))
  · intro h
    exact ((cauchyHankel_posSemidef_and_posDef_iff f w m hf hw).2.2 h).det_pos
```

## (h) Three moments and two different frequencies

**Task.** Under the same assumptions, show that $S_1^2<S_0S_2$ exactly when two excitations with nonzero strength have different frequencies.

**Solution.** For $m=2$,
$$\det H=\det\begin{pmatrix}S_0&S_1\\S_1&S_2\end{pmatrix}=S_0S_2-S_1^2.$$
By (g) this is positive exactly when $|A|\ge2$, that is, when $A$ contains two different elements. By (a), these are the frequencies of two excitations $k$ and $l$ with $f_k\ne0$, $f_l\ne0$ and $w_k\neq w_l$.

In Lean, `hd` is the determinant formula, and `Finset.one_lt_card` converts the count into the existence of two different elements.

```lean
/-- For nonnegative strengths and positive frequencies, the squared second Cauchy moment is strictly
below the product of the first and the third exactly when two excitations of different frequency
carry nonzero strength. -/
theorem cauchyMoment_sq_lt_iff (f w : ι → ℝ) (hf : ∀ k, 0 ≤ f k) (hw : ∀ k, 0 < w k) :
    cauchyMoment f w 1 ^ 2 < cauchyMoment f w 0 * cauchyMoment f w 2 ↔
      ∃ k l, f k ≠ 0 ∧ f l ≠ 0 ∧ w k ≠ w l := by
  have hd : (cauchyHankel f w 2).det =
      cauchyMoment f w 0 * cauchyMoment f w 2 - cauchyMoment f w 1 ^ 2 := by
    rw [Matrix.det_fin_two]
    change cauchyMoment f w 0 * cauchyMoment f w 2 -
      cauchyMoment f w 1 * cauchyMoment f w 1 = _
    ring
  rw [← sub_pos, ← hd, cauchyHankel_det_pos_iff f w 2 hf hw]
  change 1 < (activeFrequencies f w).card ↔ _
  rw [Finset.one_lt_card]
  constructor
  · rintro ⟨a, ha, b, hb, hab⟩
    obtain ⟨k, hk, rfl⟩ := mem_activeFrequencies.1 ha
    obtain ⟨l, hl, rfl⟩ := mem_activeFrequencies.1 hb
    exact ⟨k, l, hk, hl, hab⟩
  · rintro ⟨k, l, hk, hl, hkl⟩
    exact ⟨w k, mem_activeFrequencies.2 ⟨k, hk, rfl⟩, w l,
      mem_activeFrequencies.2 ⟨l, hl, rfl⟩, hkl⟩

end

end CauchyMomentHankel
```

## A spectrum with lines at 1 and 2

Take strengths $1$ and $4$ at frequencies $1$ and $2$. Then $S_n=1+4^{-n}$, so
$$S_0=2,\quad S_1=\tfrac54,\quad S_2=\tfrac{17}{16},\quad S_3=\tfrac{65}{64},\quad S_4=\tfrac{257}{256}.$$

For $m=2$ the determinant is $2\cdot\tfrac{17}{16}-\tfrac{25}{16}=\tfrac{9}{16}>0$, as expected for two active frequencies.

For $m=3$ the polynomial from (e) is $(t-1)(t-\tfrac14)=t^2-\tfrac54t+\tfrac14$, which gives $p=(\tfrac14,-\tfrac54,1)$. The three components of $Hp$ are
$$\tfrac12-\tfrac{25}{16}+\tfrac{17}{16}=0,\qquad \tfrac{5}{16}-\tfrac{85}{64}+\tfrac{65}{64}=0,\qquad \tfrac{17}{64}-\tfrac{325}{256}+\tfrac{257}{256}=0.$$
The $3\times3$ matrix is therefore singular. It stays singular if a third excitation is added at frequency $2$, because the set of active frequencies does not change.

```lean
#print axioms CauchyMomentHankel.hasSum_polarizability
-- 'CauchyMomentHankel.hasSum_polarizability' depends on axioms: [propext, Classical.choice, Quot.sound]
#print axioms CauchyMomentHankel.cauchyHankel_posSemidef_and_posDef_iff
-- 'CauchyMomentHankel.cauchyHankel_posSemidef_and_posDef_iff' depends on axioms: [propext, Classical.choice, Quot.sound]
#print axioms CauchyMomentHankel.cauchyMoment_sq_lt_iff
-- 'CauchyMomentHankel.cauchyMoment_sq_lt_iff' depends on axioms: [propext, Classical.choice, Quot.sound]
```
